# With $A-t$ as preconditioner, shifted systems with a common right-hand side share their Krylov spaces for all $s\neq t$

A code that has to solve $(A-s)x=b$ for many shifts $s$ can factorise $A-t$ once, at a single chosen shift $t$ called the pole, build one Krylov basis by repeated solves with that factorisation, and then treat each shift as a small projected problem in the same basis. This works because the preconditioned Krylov space does not depend on the shift, provided that $A-t$ is invertible and $s\neq t$.

## One space for all shifts

Let $A$ be a square matrix over a field, $b$ a vector, and $Q$ the inverse of $A-t$, where a scalar stands for that multiple of the identity. Write

$$K_k(M,v)=\operatorname{span}\{M^jv : 0\le j<k\}.$$

Then for every $k$ and every $s\neq t$,

$$K_k\big(Q(A-s),\,Qb\big)=K_k(Q,\,Qb).$$

The right-hand side does not contain $s$. At $s=t$ the space of any order $k\ge 1$ is only the span of $Qb$.

## Where a solver uses it

Frequency scans are a typical case: for a finite matrix Hamiltonian in an orthonormal basis, a Green's function applied to a fixed vector is, up to a sign convention, the solution of a shifted system at each energy.

Suppose that Arnoldi iteration on $Q$, started from $Qb$, has produced basis vectors as the columns of $W$, with

$$Q(WE)=WH.$$

Here $E$ selects all columns of $W$ but the last, and $H$ is the rectangular Hessenberg matrix. The same basis then satisfies

$$Q(A-s)(WE)=W\big(E+(t-s)H\big).$$

Only the small matrix changes with $s$. If the columns of $W$ are orthonormal, left-preconditioned GMRES with zero initial guess becomes a small least-squares problem with matrix $E+(t-s)H$ for each shift.

Diagonal preconditioning does not have this property in general. With $D$ the diagonal part of $A$, assumed invertible, and $v=D^{-1}b$, the second Krylov space is spanned by $v$ and $D^{-1}Av-sD^{-1}v$. If $v$, $D^{-1}Av$ and $D^{-1}v$ are linearly independent, which can happen from dimension three on, this space is different for every $s$. The $2\times2$ example below, which is the one checked in Lean, shows a milder dependence: the second Krylov space is a line at $s=0$ and the whole plane at every other real $s$. Only one shift is exceptional there, as with a pole, but the preconditioned matrix at that shift is not the identity.

## From an affine change to the shared basis

**Affine changes stay inside the space.** Applying $M$ to $M^jv$ gives $M^{j+1}v$, so $M$ maps $K_k(M,v)$ into $K_{k+1}(M,v)$. Let $N=a+cM$. Then $N^iv\in K_{i+1}(M,v)$ for all $i$: this is clear for $i=0$, and

$$N^{i+1}v=a\,N^iv+c\,M(N^iv)$$

lies in $K_{i+2}(M,v)$ if $N^iv$ lies in $K_{i+1}(M,v)$. Taking all $i<k$ gives $K_k(N,v)\subseteq K_k(M,v)$.

**They can be undone.** If $c\neq0$, then $M=-a/c+c^{-1}N$. The same argument with $M$ and $N$ exchanged gives the reverse inclusion, so the two spaces are equal.

**The preconditioned matrix is such a change of $Q$.** Since $A-s=(A-t)+(t-s)$ and $Q(A-t)=1$,

$$Q(A-s)=1+(t-s)Q.$$

This has $a=1$ and $c=t-s$, which is nonzero exactly when $s\neq t$. At $s=t$ the matrix is the identity, and all its powers leave $Qb$ where it is.

**The small matrix.** Applying the last identity to $WE$ gives $WE+(t-s)WH=W(E+(t-s)H)$.

**The diagonal preconditioner.** Take

$$A=\begin{pmatrix}1&1\\1&4\end{pmatrix},\qquad D=\begin{pmatrix}1&0\\0&4\end{pmatrix},\qquad b=\begin{pmatrix}2\\4\end{pmatrix}.$$

Then $D^{-1}b=(2,1)$, and

$$D^{-1}(A-s)\begin{pmatrix}2\\1\end{pmatrix}
=\begin{pmatrix}1-s&1\\ \tfrac14&1-\tfrac s4\end{pmatrix}\begin{pmatrix}2\\1\end{pmatrix}
=\begin{pmatrix}3-2s\\ \tfrac32-\tfrac s4\end{pmatrix}.$$

The determinant of the two vectors is $2(\tfrac32-\tfrac s4)-(3-2s)=\tfrac{3s}{2}$. At $s=0$ the second vector is $\tfrac32$ times the first; for $s\neq0$ the two span the plane.

## The Lean file

```lean
import Mathlib

open Matrix

namespace ShiftedPreconditionedKrylov

noncomputable section

variable {K n : Type*} [Field K] [Fintype n] [DecidableEq n]

/-- The Krylov space `K_k(M, v)`, spanned by `v, M v, ..., M^(k-1) v`. -/
def krylov (M : Matrix n n K) (v : n → K) (k : ℕ) : Submodule K (n → K) :=
  Submodule.span K (Set.range fun j : Fin k => (M ^ (j : ℕ)) *ᵥ v)

/-- One application of the matrix takes a Krylov space into the next larger one. -/
theorem mulVec_mem_krylov (M : Matrix n n K) (v : n → K) (k : ℕ) {x : n → K}
    (hx : x ∈ krylov M v k) : M *ᵥ x ∈ krylov M v (k + 1) := by
  unfold krylov at hx
  induction hx using Submodule.span_induction with
  | mem x hx =>
    obtain ⟨j, rfl⟩ := hx
    change M *ᵥ ((M ^ (j : ℕ)) *ᵥ v) ∈ krylov M v (k + 1)
    rw [Matrix.mulVec_mulVec, ← pow_succ']
    exact Submodule.subset_span ⟨⟨(j : ℕ) + 1, Nat.succ_lt_succ j.2⟩, rfl⟩
  | zero =>
    rw [Matrix.mulVec_zero]
    exact Submodule.zero_mem _
  | add x y _ _ ihx ihy =>
    rw [Matrix.mulVec_add]
    exact Submodule.add_mem _ ihx ihy
  | smul a x _ ih =>
    rw [Matrix.mulVec_smul]
    exact Submodule.smul_mem _ a ih

/-- Shifting and scaling a matrix never leads out of its Krylov space. -/
theorem krylov_affine_le (M : Matrix n n K) (v : n → K) (a c : K) (k : ℕ) :
    krylov (a • (1 : Matrix n n K) + c • M) v k ≤ krylov M v k := by
  have mono : ∀ {i l : ℕ}, i ≤ l → krylov M v i ≤ krylov M v l := by
    intro i l h
    refine Submodule.span_le.2 ?_
    rintro _ ⟨j, rfl⟩
    exact Submodule.subset_span ⟨⟨(j : ℕ), lt_of_lt_of_le j.2 h⟩, rfl⟩
  -- the i-th power of the new matrix needs only powers up to i of the old one
  have key : ∀ i : ℕ,
      ((a • (1 : Matrix n n K) + c • M) ^ i) *ᵥ v ∈ krylov M v (i + 1) := by
    intro i
    induction i with
    | zero =>
      have h : (M ^ 0) *ᵥ v ∈ krylov M v (0 + 1) :=
        Submodule.subset_span ⟨⟨0, Nat.zero_lt_one⟩, rfl⟩
      rw [pow_zero] at h ⊢
      exact h
    | succ i ih =>
      rw [pow_succ', ← Matrix.mulVec_mulVec, Matrix.add_mulVec, Matrix.smul_mulVec,
        Matrix.smul_mulVec, Matrix.one_mulVec]
      exact Submodule.add_mem _ (Submodule.smul_mem _ a (mono (Nat.le_succ _) ih))
        (Submodule.smul_mem _ c (mulVec_mem_krylov M v _ ih))
  refine Submodule.span_le.2 ?_
  rintro _ ⟨j, rfl⟩
  exact mono (Nat.succ_le_of_lt j.2) (key j)

/-- Krylov spaces are unchanged when the matrix is shifted by a multiple of the identity
and scaled by a nonzero factor. -/
theorem krylov_affine (M : Matrix n n K) (v : n → K) (a : K) {c : K} (hc : c ≠ 0)
    (k : ℕ) : krylov (a • (1 : Matrix n n K) + c • M) v k = krylov M v k := by
  refine le_antisymm (krylov_affine_le M v a c k) ?_
  -- undo the affine change
  have h := krylov_affine_le (a • (1 : Matrix n n K) + c • M) v (-(a / c)) c⁻¹ k
  have h0 : -(a / c) + c⁻¹ * a = 0 := by ring
  have e : (-(a / c)) • (1 : Matrix n n K) + c⁻¹ • (a • (1 : Matrix n n K) + c • M) = M := by
    rw [smul_add, smul_smul, smul_smul, inv_mul_cancel₀ hc, one_smul, ← add_assoc,
      ← add_smul, h0, zero_smul, zero_add]
  rwa [e] at h

/-- If `Q` is the inverse of `A - t`, the preconditioned matrix at shift `s` is
`Q (A - s) = 1 + (t - s) Q`. -/
theorem preconditioned_eq {A Q : Matrix n n K} {t : K}
    (hQ : Q * (A - t • (1 : Matrix n n K)) = 1) (s : K) :
    Q * (A - s • (1 : Matrix n n K)) = 1 + (t - s) • Q := by
  have hA : A - s • (1 : Matrix n n K)
      = (A - t • (1 : Matrix n n K)) + (t - s) • (1 : Matrix n n K) := by
    rw [sub_smul]
    abel
  rw [hA, Matrix.mul_add, hQ, Matrix.mul_smul, Matrix.mul_one]

/-- If `Q` is the inverse of `A - t` and `s ≠ t`, the preconditioned Krylov space at
shift `s` is the Krylov space of `Q` itself. -/
theorem krylov_preconditioned {A Q : Matrix n n K} {t : K}
    (hQ : Q * (A - t • (1 : Matrix n n K)) = 1) (b : n → K) (k : ℕ) {s : K} (hs : s ≠ t) :
    krylov (Q * (A - s • (1 : Matrix n n K))) (Q *ᵥ b) k = krylov Q (Q *ᵥ b) k := by
  have h := krylov_affine Q (Q *ᵥ b) 1 (sub_ne_zero.2 hs.symm) k
  rw [one_smul] at h
  rw [preconditioned_eq hQ, h]

/-- With the inverse `Q` of `A - t` as preconditioner, the Krylov spaces of the shifted
systems `(A - s) x = b` coincide for all shifts different from `t`. -/
theorem krylov_shift_independent {A Q : Matrix n n K} {t : K}
    (hQ : Q * (A - t • (1 : Matrix n n K)) = 1) (b : n → K) (k : ℕ) {s s' : K}
    (hs : s ≠ t) (hs' : s' ≠ t) :
    krylov (Q * (A - s • (1 : Matrix n n K))) (Q *ᵥ b) k
      = krylov (Q * (A - s' • (1 : Matrix n n K))) (Q *ᵥ b) k :=
  (krylov_preconditioned hQ b k hs).trans (krylov_preconditioned hQ b k hs').symm

/-- If `Q` is the inverse of `A - t`, then at the excluded shift `s = t` every Krylov space
of order at least one is the span of `Q b`. -/
theorem krylov_at_pole {A Q : Matrix n n K} {t : K}
    (hQ : Q * (A - t • (1 : Matrix n n K)) = 1) (b : n → K) (k : ℕ) :
    krylov (Q * (A - t • (1 : Matrix n n K))) (Q *ᵥ b) (k + 1)
      = Submodule.span K {Q *ᵥ b} := by
  rw [hQ]
  apply le_antisymm
  · refine Submodule.span_le.2 ?_
    rintro _ ⟨j, rfl⟩
    change ((1 : Matrix n n K) ^ (j : ℕ)) *ᵥ (Q *ᵥ b) ∈ Submodule.span K {Q *ᵥ b}
    rw [one_pow, Matrix.one_mulVec]
    exact Submodule.mem_span_singleton_self _
  · refine (Submodule.span_singleton_le_iff_mem _ _).2 ?_
    have h : ((1 : Matrix n n K) ^ 0) *ᵥ (Q *ᵥ b) ∈ krylov 1 (Q *ᵥ b) (k + 1) :=
      Submodule.subset_span ⟨⟨0, Nat.succ_pos k⟩, rfl⟩
    rwa [pow_zero, Matrix.one_mulVec] at h

/-- Let `Q` be the inverse of `A - t`. A relation `Q (W E) = W H` for the basis `W` turns
into one for the system at shift `s`, with the small matrix `E + (t - s) H`. -/
theorem arnoldi_shifted {m l : Type*} [Fintype m] {A Q : Matrix n n K} {t : K}
    (hQ : Q * (A - t • (1 : Matrix n n K)) = 1) (W : Matrix n m K) (E H : Matrix m l K)
    (h : Q * (W * E) = W * H) (s : K) :
    Q * (A - s • (1 : Matrix n n K)) * (W * E) = W * (E + (t - s) • H) := by
  rw [preconditioned_eq hQ, Matrix.add_mul, Matrix.one_mul, Matrix.smul_mul, h,
    Matrix.mul_add, Matrix.mul_smul]

/-- The symmetric matrix with rows `(1, 1)` and `(1, 4)`. -/
def testMatrix : Matrix (Fin 2) (Fin 2) ℝ := !![1, 1; 1, 4]

/-- The diagonal matrix with entries `1` and `1/4`. -/
def jacobiInverse : Matrix (Fin 2) (Fin 2) ℝ := !![1, 0; 0, 1 / 4]

/-- The second Krylov space of the diagonally preconditioned test system with right-hand
side `(2, 4)` is spanned by `(2, 1)` and `(3 - 2s, 3/2 - s/4)`. -/
theorem jacobi_krylov_two (s : ℝ) :
    krylov (jacobiInverse * (testMatrix - s • (1 : Matrix (Fin 2) (Fin 2) ℝ)))
      (jacobiInverse *ᵥ ![2, 4]) 2
      = Submodule.span ℝ {![2, 1], ![3 - 2 * s, 3 / 2 - s / 4]} := by
  have hb : jacobiInverse *ᵥ ![2, 4] = ![2, 1] := by
    ext i
    fin_cases i <;> norm_num [jacobiInverse, Matrix.mulVec, dotProduct, Fin.sum_univ_two]
  have hM : jacobiInverse * (testMatrix - s • (1 : Matrix (Fin 2) (Fin 2) ℝ))
      = !![1 - s, 1; 1 / 4, 1 - s / 4] := by
    ext i j
    fin_cases i <;> fin_cases j <;>
      simp [jacobiInverse, testMatrix, Matrix.mul_apply, Fin.sum_univ_two]
    ring
  have hstep : !![1 - s, 1; 1 / 4, 1 - s / 4] *ᵥ ![2, 1]
      = ![3 - 2 * s, 3 / 2 - s / 4] := by
    ext i
    fin_cases i <;> simp [Matrix.mulVec, dotProduct, Fin.sum_univ_two] <;> ring
  rw [hb, hM, ← hstep]
  unfold krylov
  congr 1
  ext x
  simp only [Set.mem_range, Fin.exists_fin_two, Set.mem_insert_iff, Set.mem_singleton_iff,
    Fin.val_zero, Fin.val_one, pow_zero, pow_one, Matrix.one_mulVec, @eq_comm _ x]

/-- Preconditioning the test matrix by its diagonal part makes the second Krylov space for
`b = (2, 4)` the line through `(2, 1)` at `s = 0` and the whole plane at every other `s`. -/
theorem jacobi_shift_dependent :
    jacobiInverse * Matrix.diagonal (fun i => testMatrix i i) = 1 ∧
    krylov (jacobiInverse * (testMatrix - (0 : ℝ) • (1 : Matrix (Fin 2) (Fin 2) ℝ)))
      (jacobiInverse *ᵥ ![2, 4]) 2 = Submodule.span ℝ {![2, 1]} ∧
    ∀ s : ℝ, s ≠ 0 →
      krylov (jacobiInverse * (testMatrix - s • (1 : Matrix (Fin 2) (Fin 2) ℝ)))
        (jacobiInverse *ᵥ ![2, 4]) 2 = ⊤ := by
  refine ⟨?_, ?_, ?_⟩
  · ext i j
    fin_cases i <;> fin_cases j <;>
      norm_num [jacobiInverse, testMatrix, Matrix.mul_apply, Fin.sum_univ_two,
        Matrix.diagonal_apply]
  · rw [jacobi_krylov_two]
    apply le_antisymm
    · refine Submodule.span_le.2 ?_
      rintro x (rfl | rfl)
      · exact Submodule.mem_span_singleton_self _
      · -- the second Krylov vector is 3/2 times the first
        refine Submodule.mem_span_singleton.2 ⟨3 / 2, ?_⟩
        ext i
        fin_cases i <;> norm_num
    · exact Submodule.span_mono (Set.singleton_subset_iff.2 (Set.mem_insert _ _))
  · intro s hs
    rw [jacobi_krylov_two, eq_top_iff]
    intro x _
    -- the determinant of the two spanning vectors is 3s/2
    have hd : 3 * s / 2 ≠ 0 := div_ne_zero (mul_ne_zero three_ne_zero hs) two_ne_zero
    obtain ⟨c, hc⟩ : ∃ c : ℝ, c * (3 * s / 2) = 2 * x 1 - x 0 :=
      ⟨(2 * x 1 - x 0) / (3 * s / 2), div_mul_cancel₀ _ hd⟩
    refine Submodule.mem_span_pair.2 ⟨x 1 - c * (3 / 2 - s / 4), c, ?_⟩
    refine funext (Fin.forall_fin_two.2 ⟨?_, ?_⟩)
    · change (x 1 - c * (3 / 2 - s / 4)) * 2 + c * (3 - 2 * s) = x 0
      linear_combination -hc
    · change (x 1 - c * (3 / 2 - s / 4)) * 1 + c * (3 / 2 - s / 4) = x 1
      ring

end

end ShiftedPreconditionedKrylov
```

```lean
#print axioms ShiftedPreconditionedKrylov.krylov_shift_independent
#print axioms ShiftedPreconditionedKrylov.krylov_at_pole
#print axioms ShiftedPreconditionedKrylov.arnoldi_shifted
#print axioms ShiftedPreconditionedKrylov.jacobi_shift_dependent
```

```
'ShiftedPreconditionedKrylov.krylov_shift_independent' depends on axioms: [propext, Classical.choice, Quot.sound]
'ShiftedPreconditionedKrylov.krylov_at_pole' depends on axioms: [propext, Classical.choice, Quot.sound]
'ShiftedPreconditionedKrylov.arnoldi_shifted' depends on axioms: [propext, Classical.choice, Quot.sound]
'ShiftedPreconditionedKrylov.jacobi_shift_dependent' depends on axioms: [propext, Classical.choice, Quot.sound]
```

## Reading the theorems

The field `K` is arbitrary, so real and complex matrices are both included, and `n` is a finite index type. `krylov M v k` is the span defined above, as a subspace of the vectors `n → K`; the symbol `*ᵥ` is the matrix-vector product. At `k = 0` the space is zero.

The hypothesis `hQ : Q * (A - t • 1) = 1`, written in the file with the type of `1` spelled out, says that $Q$ inverts $A-t$. So $t$ is not an eigenvalue of $A$, and solves with $A-t$ are exact. The word pole is used for $t$ as in rational Krylov methods; the poles of the Green's function $(z-A)^{-1}$, as a function of $z$, are the eigenvalues of $A$, which $t$ has to avoid. Nothing requires $A$ to be Hermitian. The shift $s$ may even be an eigenvalue of $A$: the spaces still agree, although the system $(A-s)x=b$ is then singular.

`krylov_preconditioned` is the displayed identity, and `krylov_shift_independent` compares two shifts directly. `krylov_at_pole` describes $s=t$, with order `k + 1` so that the space contains $Qb$. `arnoldi_shifted` takes the relation $Q(WE)=WH$ as a hypothesis and holds for every `s`, without assuming orthonormal columns or a Hessenberg form.

`jacobi_shift_dependent` concerns the real $2\times2$ example. It states that `jacobiInverse` inverts the diagonal part of `testMatrix`, that the second Krylov space at $s=0$ is a line, and that it is the full space `⊤` at every other `s`.

## How the lemmas fit together

`mulVec_mem_krylov` proves that $M$ raises the order by one, by induction over the span: first for the generators, then for zero, sums and multiples. `krylov_affine_le` contains the induction on powers as `key`, and uses `mono` to place smaller Krylov spaces in larger ones. `krylov_affine` applies that inclusion twice, the second time with coefficients `-(a / c)` and `c⁻¹`; the equation `e` confirms that they recover $M$.

`preconditioned_eq` is the identity $Q(A-s)=1+(t-s)Q$. Combined with `krylov_affine` it gives the main result, and multiplied by $WE$ it gives `arnoldi_shifted`.

For the example, `jacobi_krylov_two` computes the two spanning vectors. Where $s\neq0$, the final theorem writes an arbitrary vector $(x_0,x_1)$ in terms of them: the coefficient of the second is $c=(2x_1-x_0)/(3s/2)$, and that of the first is $x_1-c(\tfrac32-\tfrac s4)$.

## Exact solves, distinct shifts and other limits

The shifts must differ from the pole. Take $A=\operatorname{diag}(1,2)$, $t=0$ and $b=(1,1)$, so that $Qb=(1,\tfrac12)$. At $s=0$ the second Krylov space is the line through this vector. At $s'=1$ the next Krylov vector is $(0,\tfrac14)$, and the space is the plane. Equality can therefore fail when exactly one of the two shifts equals $t$.

The theorems say nothing about rounding, convergence rates or the loss of orthogonality in a long Arnoldi run. If $A-t$ is solved only to a tolerance, or replaced by an incomplete factorisation, `hQ` is in general no longer satisfied. The theorems take the same right-hand side for all shifts, and a shift that multiplies the identity. If the shift multiplies an overlap matrix $S$ instead, as in a non-orthogonal basis, the same argument works with $QS$ as the matrix that generates the space, where $Q$ is now the inverse of $A-tS$, because $Q(A-sS)=1+(t-s)QS$. The file contains no norms, so the GMRES reduction mentioned earlier relies on the usual argument for orthonormal columns.

The inverse could also have been written as Mathlib's `(A - t • 1)⁻¹` instead of a separate matrix `Q`. Shift independence would then be true without any invertibility assumption, but for singular $A-t$ it would only compare zero spaces, because Mathlib sets the inverse of a singular matrix to zero. With `Q` and `hQ`, the condition on the pole is visible in the statement.
